# A nonempty Γ-centred N × N mesh hits a Dirac point of nearest-neighbour graphene exactly when 3 divides N

## Bloch phases instead of wavevectors

A point of the Brillouin zone is described here by two real phases, $a=\mathbf q\cdot\mathbf R_1$ and $b=\mathbf q\cdot\mathbf R_2$, where $\mathbf q$ is the wavevector and $\mathbf R_1,\mathbf R_2$ are primitive lattice vectors. The lattice constant and the orientation of the crystal then drop out. Wavevectors that differ by a reciprocal lattice vector describe the same Bloch state, which means that each phase matters only modulo $2\pi$. The Dirac points, which are the zeros of the structure factor defined below, are therefore located modulo $2\pi$ in each phase.

The primitive vectors are taken at 60° to each other, and the cell is chosen so that each atom of sublattice A has three nearest neighbours on sublattice B: one in its own cell and two in the cells displaced by $\mathbf R_1$ and $\mathbf R_2$. Their phase factors add up to the structure factor
$$f(a,b)=1+e^{ia}+e^{ib}.$$
The real number $t$ is the amplitude for an electron to hop between neighbouring atoms. With the common on-site energy as the zero of energy, the Bloch Hamiltonian is
$$H=\begin{pmatrix}0&-tf\\-tf^*&0\end{pmatrix}.$$

A Born-von Karman sheet of $N$ by $N$ cells allows the phases $a=2\pi j/N$ and $b=2\pi k/N$ with $j,k=0,\dots,N-1$. In this non-interacting nearest-neighbour model, the choice of $N$ therefore decides whether a finite periodic sheet has levels at zero energy or a finite-size gap around it.

## The two zeros of the structure factor

Two phases $x,y$ are congruent modulo $2\pi$ exactly when their cosines and sines agree. One direction is periodicity. For the other,
$$\cos(x-y)=\cos x\cos y+\sin x\sin y=\cos^2y+\sin^2y=1,$$
so $x-y$ is an integer multiple of $2\pi$.

The real and imaginary parts of $f=0$ are
$$\cos b=-1-\cos a,\qquad \sin b=-\sin a.$$
Inserting these into $\sin^2b+\cos^2b=1$ gives $\sin^2a+(1+\cos a)^2=1$. Subtracting $\sin^2a+\cos^2a=1$ leaves $1+2\cos a=0$. Hence $\cos a=\cos b=-\tfrac12$, $\sin^2a=\tfrac34$, and $\sin a=-\sin b=\pm\tfrac{\sqrt3}{2}$. The upper sign is $(a,b)\equiv(2\pi/3,-2\pi/3)$ and the lower sign is its negative. Conversely, both pairs satisfy the two equations.

## Which meshes contain them

Suppose $2\pi j/N=2\pi/3+2\pi m$ with $m$ an integer. Then $3j=(1+3m)N$. Since $0\le 3j<3N$, only $m=0$ is possible, and $3j=N$. For $-2\pi/3$ the equation is $3j=(3m-1)N$, which forces $m=1$ and $3j=2N$.

A mesh zero therefore has $(3j,3k)=(N,2N)$ or $(2N,N)$, and either case makes $N$ divisible by 3. Conversely, if $N=3M$ with $M>0$, the indices $j=M$, $k=2M$ lie in range and give a zero.

The smallest mesh with a Dirac point is $N=3$, where $j=1$, $k=2$ gives the sum of the three cube roots of unity. For $N=1$ only $a=b=0$ is present, with $f=3$ and energies $\pm3t$.

## Band energies and the slope at the Dirac point

The secular determinant is
$$\det(H-E)=E^2-t^2|f|^2,$$
so $E=\pm t|f|$. For $t\neq0$, zero energy means $f=0$, and the divisibility criterion carries over to zero-energy states.

Moving away from $(2\pi/3,-2\pi/3)$ by $(su,sv)$, the derivative of $f$ at $s=0$ is
$$iu\,e^{2\pi i/3}+iv\,e^{-2\pi i/3}=-\tfrac{\sqrt3}{2}(u-v)-\tfrac i2(u+v).$$
Its squared modulus is $\tfrac34(u-v)^2+\tfrac14(u+v)^2=u^2-uv+v^2$, which is positive unless $u=v=0$. To first order in $s$, the energies are $\pm t|s|\sqrt{u^2-uv+v^2}$: a cone.

## The Lean statements in words

`structureFactor` and `blochHamiltonian` are $f$ and $H$, `CongrTwoPi` is congruence modulo $2\pi$, and `meshPhase N j` is $2\pi j/N$. The type `Fin N` holds the indices $0,\dots,N-1$.

- `structureFactor_eq_zero_iff` locates the zeros for all real phases, with no further hypothesis.
- `mesh_contains_dirac_iff` states the divisibility criterion for $N>0$.
- `band_energies` says that a real $E$ has a nonzero eigenvector exactly when $E=\pm t|f|$. The vector `v` is not normalised; dividing it by its norm gives the physical state.
- `mesh_zero_mode_iff` is the criterion for zero-energy states, with $N>0$ and $t\ne0$.
- `dirac_cone` gives the derivative of $f$ at $(2\pi/3,-2\pi/3)$ and its squared modulus. It concerns $f$; the cone in the energy follows by combining it with the band formula.

The model leaves out second-neighbour hopping, orbital overlap, strain, spin-orbit coupling and interactions. The mesh is unshifted and has the same $N$ in both directions. With primitive vectors at 120°, such as $\mathbf R_1$ and $\mathbf R_2-\mathbf R_1$, the Dirac points have the phases $\pm(2\pi/3,2\pi/3)$ modulo $2\pi$, but the mesh holds the same wavevectors up to reciprocal lattice vectors, so the criterion is unchanged.

Both hypotheses of the zero-energy criterion matter. At $N=0$ the mesh is empty and has no state at all, although 3 divides 0. At $t=0$ the Hamiltonian is the zero matrix, so even the $N=1$ mesh has a zero-energy state, although 3 does not divide 1.

## The complete file

```lean
import Mathlib

open Matrix
open scoped Real ComplexConjugate

namespace GrapheneDiracPoints

noncomputable section

/-- The nearest-neighbour structure factor of graphene at Bloch phases `a` and `b`. -/
def structureFactor (a b : ℝ) : ℂ :=
  1 + Complex.exp (a * Complex.I) + Complex.exp (b * Complex.I)

/-- The two-sublattice Bloch Hamiltonian with hopping amplitude `t`. -/
def blochHamiltonian (t a b : ℝ) : Matrix (Fin 2) (Fin 2) ℂ :=
  !![0, -(t * structureFactor a b); -(t * conj (structureFactor a b)), 0]

/-- Two phases are congruent if they differ by an integer multiple of `2π`. -/
def CongrTwoPi (x y : ℝ) : Prop := ∃ m : ℤ, x = y + m * (2 * π)

/-- The Bloch phase `2πj/N` of a Born-von Karman mesh, for `N` nonzero. -/
def meshPhase (N j : ℕ) : ℝ := 2 * π * j / N

/-- The rate of change of the structure factor at the phases `(2π/3, -2π/3)`
along the direction `(u, v)`. -/
def diracSlope (u v : ℝ) : ℂ :=
  u * Complex.I * Complex.exp ((2 * π / 3 : ℝ) * Complex.I) +
    v * Complex.I * Complex.exp ((-(2 * π / 3) : ℝ) * Complex.I)

/-- Phases are congruent modulo `2π` exactly when their cosines and sines agree. -/
theorem congrTwoPi_iff (x y : ℝ) :
    CongrTwoPi x y ↔ Real.cos x = Real.cos y ∧ Real.sin x = Real.sin y := by
  constructor
  · rintro ⟨m, rfl⟩
    exact ⟨Real.cos_add_int_mul_two_pi y m, Real.sin_add_int_mul_two_pi y m⟩
  · rintro ⟨hc, hs⟩
    have h : Real.cos (x - y) = 1 := by
      rw [Real.cos_sub, hc, hs]
      linear_combination Real.sin_sq_add_cos_sq y
    obtain ⟨m, hm⟩ := (Real.cos_eq_one_iff _).mp h
    exact ⟨m, by linarith⟩

/-- A Bloch phase factor has the cosine as real part and the sine as imaginary part. -/
theorem exp_phase (x : ℝ) :
    Complex.exp (x * Complex.I) = ⟨Real.cos x, Real.sin x⟩ := by
  apply Complex.ext
  · exact Complex.exp_ofReal_mul_I_re x
  · exact Complex.exp_ofReal_mul_I_im x

/-- The cosine and sine of the phase `2π/3`. -/
theorem cos_sin_third :
    Real.cos (2 * π / 3) = -1 / 2 ∧ Real.sin (2 * π / 3) = √3 / 2 := by
  have h : 2 * π / 3 = π - π / 3 := by ring
  rw [h, Real.cos_pi_sub, Real.sin_pi_sub, Real.cos_pi_div_three, Real.sin_pi_div_three]
  norm_num

/-- The structure factor vanishes exactly at the phases `(2π/3, -2π/3)` and
`(-2π/3, 2π/3)`, modulo `2π` in each phase. -/
theorem structureFactor_eq_zero_iff (a b : ℝ) :
    structureFactor a b = 0 ↔
      (CongrTwoPi a (2 * π / 3) ∧ CongrTwoPi b (-(2 * π / 3))) ∨
      (CongrTwoPi a (-(2 * π / 3)) ∧ CongrTwoPi b (2 * π / 3)) := by
  have h3 : √3 * √3 = (3 : ℝ) := Real.mul_self_sqrt (by norm_num)
  rw [structureFactor, exp_phase, exp_phase, Complex.ext_iff]
  simp only [congrTwoPi_iff, Real.cos_neg, Real.sin_neg, cos_sin_third.1, cos_sin_third.2,
    Complex.add_re, Complex.add_im, Complex.one_re, Complex.one_im, Complex.zero_re,
    Complex.zero_im, zero_add]
  constructor
  · rintro ⟨hre, him⟩
    have hb : Real.cos b = -1 - Real.cos a := by linarith
    have hs : Real.sin b = -Real.sin a := by linarith
    -- both phase factors have unit modulus, which fixes the cosine
    have p := Real.sin_sq_add_cos_sq b
    have q := Real.sin_sq_add_cos_sq a
    rw [hb, hs] at p
    have ha : Real.cos a = -1 / 2 := by linear_combination (p - q) / 2
    rw [ha] at q
    have hf : (Real.sin a - √3 / 2) * (Real.sin a + √3 / 2) = 0 := by
      linear_combination q - h3 / 4
    rcases mul_eq_zero.mp hf with h | h
    · exact Or.inl ⟨⟨ha, by linarith⟩, ⟨by linarith, by linarith⟩⟩
    · exact Or.inr ⟨⟨ha, by linarith⟩, ⟨by linarith, by linarith⟩⟩
  · rintro (⟨⟨h1, h2⟩, h4, h5⟩ | ⟨⟨h1, h2⟩, h4, h5⟩) <;>
      exact ⟨by linarith, by linarith⟩

/-- For a mesh index `j < N`, the phase `2πj/N` is congruent to `2π/3` exactly when
`3j = N`, and to `-2π/3` exactly when `3j = 2N`. -/
theorem meshPhase_congr {N j : ℕ} (hj : j < N) :
    (CongrTwoPi (meshPhase N j) (2 * π / 3) ↔ 3 * j = N) ∧
    (CongrTwoPi (meshPhase N j) (-(2 * π / 3)) ↔ 3 * j = 2 * N) := by
  have hN : (N : ℝ) ≠ 0 := by
    have : N ≠ 0 := by omega
    exact_mod_cast this
  have hjZ : (j : ℤ) < N := by exact_mod_cast hj
  have hj0 : (0 : ℤ) ≤ j := Int.natCast_nonneg j
  have e : meshPhase N j * N = 2 * π * j := div_mul_cancel₀ _ hN
  refine ⟨⟨?_, ?_⟩, ⟨?_, ?_⟩⟩
  · rintro ⟨m, hm⟩
    rw [hm] at e
    have h : 3 * (j : ℝ) = N + 3 * m * N := by
      apply mul_left_cancel₀ Real.pi_ne_zero
      linear_combination (-3 / 2) * e
    have h' : 3 * (j : ℤ) = N + 3 * m * N := by exact_mod_cast h
    -- the index range leaves a single reciprocal-lattice translation
    have h1 : -1 < m := by
      by_contra hc
      nlinarith [not_lt.mp hc]
    have h2 : m < 1 := by
      by_contra hc
      nlinarith [not_lt.mp hc]
    have hm0 : m = 0 := by omega
    have h4 : 3 * (j : ℤ) = N := by rw [h', hm0]; ring
    exact_mod_cast h4
  · intro h
    have h' : 3 * (j : ℝ) = N := by exact_mod_cast h
    refine ⟨0, ?_⟩
    rw [meshPhase, div_eq_iff hN]
    push_cast
    linear_combination (2 * π / 3) * h'
  · rintro ⟨m, hm⟩
    rw [hm] at e
    have h : 3 * (j : ℝ) = -N + 3 * m * N := by
      apply mul_left_cancel₀ Real.pi_ne_zero
      linear_combination (-3 / 2) * e
    have h' : 3 * (j : ℤ) = -N + 3 * m * N := by exact_mod_cast h
    have h1 : 0 < m := by
      by_contra hc
      nlinarith [not_lt.mp hc]
    have h2 : m < 2 := by
      by_contra hc
      nlinarith [not_lt.mp hc]
    have hm1 : m = 1 := by omega
    have h4 : 3 * (j : ℤ) = 2 * N := by rw [h', hm1]; ring
    exact_mod_cast h4
  · intro h
    have h' : 3 * (j : ℝ) = 2 * N := by exact_mod_cast h
    refine ⟨1, ?_⟩
    rw [meshPhase, div_eq_iff hN]
    push_cast
    linear_combination (2 * π / 3) * h'

/-- A nonempty `N` by `N` mesh contains a zero of the structure factor exactly when
`3` divides `N`. -/
theorem mesh_contains_dirac_iff {N : ℕ} (hN : 0 < N) :
    (∃ j k : Fin N, structureFactor (meshPhase N j) (meshPhase N k) = 0) ↔ 3 ∣ N := by
  constructor
  · rintro ⟨j, k, h⟩
    rw [structureFactor_eq_zero_iff, (meshPhase_congr j.isLt).1, (meshPhase_congr j.isLt).2,
      (meshPhase_congr k.isLt).1, (meshPhase_congr k.isLt).2] at h
    omega
  · rintro ⟨M, rfl⟩
    have h1 : M < 3 * M := by omega
    have h2 : 2 * M < 3 * M := by omega
    refine ⟨⟨M, h1⟩, ⟨2 * M, h2⟩, (structureFactor_eq_zero_iff _ _).mpr (Or.inl ⟨?_, ?_⟩)⟩
    · exact (meshPhase_congr h1).1.mpr rfl
    · exact (meshPhase_congr h2).2.mpr (by ring)

/-- The energies of the Bloch Hamiltonian are plus and minus the hopping amplitude times
the modulus of the structure factor. -/
theorem band_energies (t a b E : ℝ) :
    (∃ v : Fin 2 → ℂ, v ≠ 0 ∧ blochHamiltonian t a b *ᵥ v = (E : ℂ) • v) ↔
      E = t * ‖structureFactor a b‖ ∨ E = -(t * ‖structureFactor a b‖) := by
  have hz : structureFactor a b * conj (structureFactor a b) =
      ((‖structureFactor a b‖ ^ 2 : ℝ) : ℂ) := by
    rw [Complex.mul_conj, Complex.normSq_eq_norm_sq]
  have hM : blochHamiltonian t a b - (E : ℂ) • (1 : Matrix (Fin 2) (Fin 2) ℂ) =
      !![-(E : ℂ), -(t * structureFactor a b);
        -(t * conj (structureFactor a b)), -(E : ℂ)] := by
    ext i j
    fin_cases i <;> fin_cases j <;> simp [blochHamiltonian]
  -- the secular determinant
  have hdet : (blochHamiltonian t a b - (E : ℂ) • (1 : Matrix (Fin 2) (Fin 2) ℂ)).det =
      ((E ^ 2 - (t * ‖structureFactor a b‖) ^ 2 : ℝ) : ℂ) := by
    rw [hM, Matrix.det_fin_two_of]
    push_cast at hz ⊢
    linear_combination (-(t : ℂ) ^ 2) * hz
  have h := Matrix.exists_mulVec_eq_zero_iff
    (M := blochHamiltonian t a b - (E : ℂ) • (1 : Matrix (Fin 2) (Fin 2) ℂ))
  rw [hdet, Complex.ofReal_eq_zero, sub_eq_zero, sq_eq_sq_iff_eq_or_eq_neg] at h
  simpa only [Matrix.sub_mulVec, Matrix.smul_mulVec, Matrix.one_mulVec, sub_eq_zero] using h

/-- For nonzero hopping, a nonempty `N` by `N` mesh has a zero-energy Bloch state exactly
when `3` divides `N`. -/
theorem mesh_zero_mode_iff {N : ℕ} (hN : 0 < N) {t : ℝ} (ht : t ≠ 0) :
    (∃ j k : Fin N, ∃ v : Fin 2 → ℂ, v ≠ 0 ∧
      blochHamiltonian t (meshPhase N j) (meshPhase N k) *ᵥ v = 0) ↔ 3 ∣ N := by
  rw [← mesh_contains_dirac_iff hN]
  refine exists_congr fun j => exists_congr fun k => ?_
  have h := band_energies t (meshPhase N j) (meshPhase N k) 0
  simp only [Complex.ofReal_zero, zero_smul] at h
  rw [h]
  constructor
  · intro h0
    have h1 : t * ‖structureFactor (meshPhase N j) (meshPhase N k)‖ = 0 := by
      rcases h0 with h0 | h0 <;> linarith
    exact norm_eq_zero.mp ((mul_eq_zero.mp h1).resolve_left ht)
  · intro h0
    left
    rw [h0, norm_zero, mul_zero]

/-- Along `(u, v)` from the phases `(2π/3, -2π/3)`, the structure factor has derivative
`diracSlope u v`, whose squared modulus is `u² - uv + v²`. -/
theorem dirac_cone (u v : ℝ) :
    HasDerivAt (fun s : ℝ => structureFactor (2 * π / 3 + s * u) (-(2 * π / 3) + s * v))
      (diracSlope u v) 0 ∧ ‖diracSlope u v‖ ^ 2 = u ^ 2 - u * v + v ^ 2 := by
  constructor
  · have hexp : ∀ c w : ℝ, HasDerivAt
        (fun s : ℝ => Complex.exp ((c + s * w : ℝ) * Complex.I))
        (w * Complex.I * Complex.exp (c * Complex.I)) 0 := by
      intro c w
      have h1 : HasDerivAt (fun s : ℝ => c + s * w) w 0 := by
        simpa using ((hasDerivAt_id (0 : ℝ)).mul_const w).const_add c
      have h2 := (h1.ofReal_comp.mul_const Complex.I).cexp
      refine h2.congr_deriv ?_
      rw [zero_mul, add_zero]
      ring
    exact ((hexp (2 * π / 3) u).const_add 1).fun_add (hexp (-(2 * π / 3)) v)
  · have h3 : √3 * √3 = (3 : ℝ) := Real.mul_self_sqrt (by norm_num)
    rw [Complex.sq_norm, Complex.normSq_apply, diracSlope, exp_phase, exp_phase,
      Real.cos_neg, Real.sin_neg, cos_sin_third.1, cos_sin_third.2]
    simp only [Complex.add_re, Complex.add_im, Complex.mul_re, Complex.mul_im,
      Complex.ofReal_re, Complex.ofReal_im, Complex.I_re, Complex.I_im]
    linear_combination ((u - v) ^ 2 / 4) * h3

end

end GrapheneDiracPoints
```

```lean
#print axioms GrapheneDiracPoints.mesh_contains_dirac_iff
#print axioms GrapheneDiracPoints.mesh_zero_mode_iff
#print axioms GrapheneDiracPoints.dirac_cone
```

```
'GrapheneDiracPoints.mesh_contains_dirac_iff' depends on axioms: [propext, Classical.choice, Quot.sound]
'GrapheneDiracPoints.mesh_zero_mode_iff' depends on axioms: [propext, Classical.choice, Quot.sound]
'GrapheneDiracPoints.dirac_cone' depends on axioms: [propext, Classical.choice, Quot.sound]
```

## From trigonometry to integers in the proof

`congrTwoPi_iff` is the cosine-difference argument above. `exp_phase` splits $e^{ix}$ into its real and imaginary parts, and `cos_sin_third` supplies the values at $2\pi/3$ from those at $\pi/3$.

In `structureFactor_eq_zero_iff`, the `simp only` call turns the claim into one about cosines and sines. The hypotheses `p` and `q` are the unit-modulus conditions for $b$ and $a$, and half their difference yields $\cos a=-\tfrac12$. The condition on $\sin a$ is then factored as
$$\left(\sin a-\tfrac{\sqrt3}{2}\right)\left(\sin a+\tfrac{\sqrt3}{2}\right)=0,$$
and `mul_eq_zero` separates the two Dirac points.

`meshPhase_congr` cancels $\pi$ to reach $3j=(1+3m)N$ or $3j=(3m-1)N$ over the reals, then transfers the equation to the integers with `exact_mod_cast`. The bounds on $m$ come from `nlinarith`, which uses $0\le j<N$, and `omega` picks out the one remaining integer. After this, the forward half of `mesh_contains_dirac_iff` is linear integer arithmetic, which `omega` settles; the reverse half supplies the indices $M$ and $2M$.

For `band_energies`, `hdet` computes the secular determinant using $ff^*=|f|^2$. The Mathlib theorem `Matrix.exists_mulVec_eq_zero_iff` says that a nonzero vector is annihilated by a matrix exactly when its determinant vanishes. Applied to $H-E$, it turns the eigenvalue problem into $E^2=(t|f|)^2$. `mesh_zero_mode_iff` sets $E=0$ and uses $t\neq0$ to conclude that $|f|=0$, mesh point by mesh point.

In `dirac_cone`, the auxiliary statement `hexp` differentiates a single phase factor by the chain rule, and the two derivatives are added. The squared modulus is expanded into real and imaginary parts, and the final `linear_combination` uses $\sqrt3\cdot\sqrt3=3$ to obtain the quadratic form.
